# Averaging over a finite unitary representation gives the nearest commuting matrix in Frobenius norm

A molecule has a point-group symmetry, but its computed Hamiltonian matrix need not respect it: an integration grid oriented along fixed axes can split levels that should be degenerate. Averaging the matrix over the group restores the symmetry. How far does this move the matrix, and could a smaller change have done the job?

## The distance splits into two parts

Let $G$ be a finite group with $|G|$ elements, $D(g)$ its unitary $N\times N$ representation matrices, and $A$ any complex $N\times N$ matrix. Define

$$\bar A=\frac1{|G|}\sum_{g\in G}D(g)\,A\,D(g)^\dagger,\qquad \|M\|^2=\sum_{i,j}|M_{ij}|^2 .$$

Call a matrix symmetric if it commutes with every $D(g)$. Then $\bar A$ is symmetric, and for every symmetric $B$

$$\|A-B\|^2=\|A-\bar A\|^2+\|\bar A-B\|^2 .$$

Hence $\bar A$ is strictly closer to $A$ than any other symmetric matrix.

## Symmetrising a computed matrix

With `reps` holding one matrix per group element, the step in Python is

```python
Abar = sum(D @ A @ D.conj().T for D in reps) / len(reps)
```

The sum runs over the whole group, not only its generators. The residual $\|A-\bar A\|$ measures the symmetry breaking in $A$. If $B$ is the symmetric matrix that a converged calculation in the same finite orthonormal basis would give, the identity yields $\|\bar A-B\|\le\|A-B\|$: symmetrising cannot increase the Frobenius error.

## Derivation by relabelling and cyclicity

**The average is symmetric.** Since $D(hg)^\dagger D(h)=D(g)^\dagger D(h)^\dagger D(h)=D(g)^\dagger$,

$$D(h)\bar A=\frac1{|G|}\sum_g D(hg)\,A\,D(hg)^\dagger D(h)=\bar A\,D(h),$$

because $hg$ runs over $G$ when $g$ does. If $B$ is already symmetric, each term is $D(g)BD(g)^\dagger=BD(g)D(g)^\dagger=B$, so $\bar B=B$. Averaging is therefore a projection.

**The removed part is orthogonal to symmetric matrices.** For symmetric $C$,

$$\mathrm{tr}(C D(g)AD(g)^\dagger)=\mathrm{tr}(D(g)^\dagger C D(g)A)=\mathrm{tr}(D(g)^\dagger D(g)CA)=\mathrm{tr}(CA),$$

and averaging over $g$ gives $\mathrm{tr}(C\bar A)=\mathrm{tr}(CA)$. The adjoint $C^\dagger$ is symmetric too: the adjoint of $D(g)C=CD(g)$ is $C^\dagger D(g)^\dagger=D(g)^\dagger C^\dagger$, and multiplying by $D(g)$ on both sides gives $D(g)C^\dagger=C^\dagger D(g)$. Therefore $\mathrm{tr}(C^\dagger(A-\bar A))=0$.

**The cross terms vanish.** Put $X=A-\bar A$ and $C=\bar A-B$, which is symmetric. As $\|M\|^2=\mathrm{tr}(M^\dagger M)$,

$$\|X+C\|^2=\|X\|^2+\|C\|^2+\mathrm{tr}(C^\dagger X)+\mathrm{tr}(X^\dagger C).$$

The third term is zero and the fourth is its complex conjugate. If $B\ne\bar A$, then $\|C\|^2>0$, so $\bar A$ is strictly nearest.

**Scalar case.** If only multiples of the identity are symmetric, $\bar A=c\,1$. Taking $C=1$ in the trace identity gives $Nc=\mathrm{tr}A$, so $N\bar A=\mathrm{tr}(A)\,1$.

## The Lean file

```lean
import Mathlib

open Matrix

namespace GroupAverageProjection

noncomputable section

section Frobenius

variable {n : Type*} [Fintype n]

/-- The squared Frobenius norm of a complex matrix: the sum of the squared moduli of its
entries. -/
def frobSq (M : Matrix n n ℂ) : ℝ := ∑ i, ∑ j, ‖M i j‖ ^ 2

/-- The squared Frobenius norm of `M` is the trace of `Mᴴ M`. -/
theorem frobSq_eq_trace (M : Matrix n n ℂ) : (frobSq M : ℂ) = trace (Mᴴ * M) := by
  unfold frobSq
  rw [Finset.sum_comm]
  push_cast
  simp only [Matrix.trace, Matrix.diag_apply, Matrix.mul_apply, Matrix.conjTranspose_apply]
  refine Finset.sum_congr rfl fun j _ => Finset.sum_congr rfl fun i _ => ?_
  exact (Complex.conj_mul' (M i j)).symm

/-- A nonzero matrix has positive squared Frobenius norm. -/
theorem frobSq_pos {M : Matrix n n ℂ} (hM : M ≠ 0) : 0 < frobSq M := by
  have hex : ∃ i j, M i j ≠ 0 := by
    by_contra hc
    push Not at hc
    exact hM (by ext i j; exact hc i j)
  obtain ⟨i, j, hij⟩ := hex
  have hpos : 0 < ‖M i j‖ ^ 2 := pow_pos (norm_pos_iff.mpr hij) 2
  exact Finset.sum_pos' (fun _ _ => Finset.sum_nonneg fun _ _ => sq_nonneg _)
    ⟨i, Finset.mem_univ i,
      Finset.sum_pos' (fun _ _ => sq_nonneg _) ⟨j, Finset.mem_univ j, hpos⟩⟩

/-- Squared Frobenius norms add for two matrices that are orthogonal in the trace inner
product. -/
theorem frobSq_add {X C : Matrix n n ℂ} (h : trace (Cᴴ * X) = 0) :
    frobSq (X + C) = frobSq X + frobSq C := by
  -- the other cross term is the complex conjugate of the first
  have h' : trace (Xᴴ * C) = 0 := by
    have hs := congrArg star h
    rwa [← Matrix.trace_conjTranspose, Matrix.conjTranspose_mul,
      Matrix.conjTranspose_conjTranspose, star_zero] at hs
  have key : (frobSq (X + C) : ℂ) = (frobSq X : ℂ) + (frobSq C : ℂ) := by
    simp only [frobSq_eq_trace, Matrix.conjTranspose_add, Matrix.add_mul, Matrix.mul_add,
      Matrix.trace_add, h, h']
    ring
  exact_mod_cast key

end Frobenius

variable {G n : Type*} [Group G] [Fintype n] [DecidableEq n]

/-- A matrix is symmetric under the representation `D` if it commutes with every `D g`. -/
def IsSymmetricUnder (D : G →* unitaryGroup n ℂ) (B : Matrix n n ℂ) : Prop :=
  ∀ g, (D g : Matrix n n ℂ) * B = B * (D g : Matrix n n ℂ)

/-- The group average of `A`: the mean of `D(g) A D(g)ᴴ` over a finite group. -/
def groupAverage [Fintype G] (D : G →* unitaryGroup n ℂ) (A : Matrix n n ℂ) :
    Matrix n n ℂ :=
  (Fintype.card G : ℂ)⁻¹ • ∑ g, (D g : Matrix n n ℂ) * A * (D g : Matrix n n ℂ)ᴴ

private lemma star_mul_rep (D : G →* unitaryGroup n ℂ) (g : G) :
    (D g : Matrix n n ℂ)ᴴ * (D g : Matrix n n ℂ) = 1 :=
  Matrix.mem_unitaryGroup_iff'.mp (D g).2

private lemma rep_mul_star (D : G →* unitaryGroup n ℂ) (g : G) :
    (D g : Matrix n n ℂ) * (D g : Matrix n n ℂ)ᴴ = 1 :=
  Matrix.mem_unitaryGroup_iff.mp (D g).2

private lemma rep_mul (D : G →* unitaryGroup n ℂ) (g h : G) :
    (D (g * h) : Matrix n n ℂ) = (D g : Matrix n n ℂ) * (D h : Matrix n n ℂ) := by
  rw [map_mul]
  rfl

/-- The group average of any matrix commutes with every `D h`. -/
theorem groupAverage_symmetric [Fintype G] (D : G →* unitaryGroup n ℂ)
    (A : Matrix n n ℂ) : IsSymmetricUnder D (groupAverage D A) := by
  intro h
  unfold groupAverage
  rw [Matrix.mul_smul, Matrix.smul_mul, Matrix.mul_sum, Matrix.sum_mul]
  congr 1
  -- relabel the group elements on the right by g ↦ h g
  rw [← Equiv.sum_comp (Equiv.mulLeft h)
    (fun g => (D g : Matrix n n ℂ) * A * (D g : Matrix n n ℂ)ᴴ * (D h : Matrix n n ℂ))]
  refine Finset.sum_congr rfl fun g _ => ?_
  simp only [Equiv.coe_mulLeft, rep_mul, Matrix.conjTranspose_mul, Matrix.mul_assoc,
    star_mul_rep, Matrix.mul_one]

/-- Averaging leaves a matrix unchanged if it already commutes with every `D g`. -/
theorem groupAverage_of_symmetric [Fintype G] (D : G →* unitaryGroup n ℂ)
    {B : Matrix n n ℂ} (hB : IsSymmetricUnder D B) : groupAverage D B = B := by
  have hterm : ∀ g, (D g : Matrix n n ℂ) * B * (D g : Matrix n n ℂ)ᴴ = B := fun g => by
    rw [hB g, Matrix.mul_assoc, rep_mul_star, Matrix.mul_one]
  have hcard : (Fintype.card G : ℂ) ≠ 0 := Nat.cast_ne_zero.mpr Fintype.card_ne_zero
  unfold groupAverage
  simp only [hterm, Finset.sum_const, Finset.card_univ]
  rw [← Nat.cast_smul_eq_nsmul ℂ, smul_smul, inv_mul_cancel₀ hcard, one_smul]

/-- A matrix and its group average have the same trace against every matrix `C` that
commutes with the representation. -/
theorem trace_mul_groupAverage [Fintype G] (D : G →* unitaryGroup n ℂ)
    (A : Matrix n n ℂ) {C : Matrix n n ℂ} (hC : IsSymmetricUnder D C) :
    trace (C * groupAverage D A) = trace (C * A) := by
  have hterm : ∀ g, trace (C * ((D g : Matrix n n ℂ) * A * (D g : Matrix n n ℂ)ᴴ))
      = trace (C * A) := fun g => by
    -- move D(g)ᴴ to the front by cyclicity, then carry D(g) through C
    rw [← Matrix.mul_assoc, Matrix.trace_mul_comm, ← Matrix.mul_assoc C, ← hC g,
      Matrix.mul_assoc (D g : Matrix n n ℂ), ← Matrix.mul_assoc, star_mul_rep,
      Matrix.one_mul]
  have hcard : (Fintype.card G : ℂ) ≠ 0 := Nat.cast_ne_zero.mpr Fintype.card_ne_zero
  unfold groupAverage
  rw [Matrix.mul_smul, Matrix.mul_sum, Matrix.trace_smul, Matrix.trace_sum]
  simp only [hterm, Finset.sum_const, Finset.card_univ, nsmul_eq_mul, smul_eq_mul]
  rw [← mul_assoc, inv_mul_cancel₀ hcard, one_mul]

/-- The adjoint of a matrix that commutes with a unitary representation commutes with it
too. -/
theorem IsSymmetricUnder.adjoint {D : G →* unitaryGroup n ℂ} {C : Matrix n n ℂ}
    (hC : IsSymmetricUnder D C) : IsSymmetricUnder D Cᴴ := by
  intro g
  have h := congrArg Matrix.conjTranspose (hC g)
  rw [Matrix.conjTranspose_mul, Matrix.conjTranspose_mul] at h
  calc (D g : Matrix n n ℂ) * Cᴴ
      = (D g : Matrix n n ℂ) * (Cᴴ * (D g : Matrix n n ℂ)ᴴ) * (D g : Matrix n n ℂ) := by
        simp only [Matrix.mul_assoc, star_mul_rep, Matrix.mul_one]
    _ = Cᴴ * (D g : Matrix n n ℂ) := by
        rw [h, ← Matrix.mul_assoc, rep_mul_star, Matrix.one_mul]

/-- For every `B` that commutes with the unitary representation, the squared Frobenius
distance from `A` to `B` is the sum of those from `A` to its group average and from the
average to `B`. -/
theorem frobSq_sub_eq_add [Fintype G] (D : G →* unitaryGroup n ℂ)
    (A : Matrix n n ℂ) {B : Matrix n n ℂ} (hB : IsSymmetricUnder D B) :
    frobSq (A - B) = frobSq (A - groupAverage D A) + frobSq (groupAverage D A - B) := by
  have hC : IsSymmetricUnder D (groupAverage D A - B) := fun g => by
    rw [Matrix.mul_sub, Matrix.sub_mul, groupAverage_symmetric D A g, hB g]
  -- the part removed by averaging is orthogonal to the symmetric matrix `groupAverage D A - B`
  have horth : trace ((groupAverage D A - B)ᴴ * (A - groupAverage D A)) = 0 := by
    rw [Matrix.mul_sub, Matrix.trace_sub, trace_mul_groupAverage D A hC.adjoint, sub_self]
  rw [← frobSq_add horth, sub_add_sub_cancel]

/-- The group average is strictly closer to `A` in Frobenius norm than any other matrix
that commutes with the representation. -/
theorem groupAverage_nearest [Fintype G] (D : G →* unitaryGroup n ℂ)
    (A : Matrix n n ℂ) {B : Matrix n n ℂ} (hB : IsSymmetricUnder D B)
    (hne : B ≠ groupAverage D A) : frobSq (A - groupAverage D A) < frobSq (A - B) := by
  have hpos := frobSq_pos (sub_ne_zero.mpr hne.symm)
  linarith [frobSq_sub_eq_add D A hB]

/-- If only multiples of the identity commute with the representation, the group average
of `A`, times the dimension, is the trace of `A` times the identity. -/
theorem groupAverage_of_scalar_commutant [Fintype G] (D : G →* unitaryGroup n ℂ)
    (hD : ∀ B, IsSymmetricUnder D B → ∃ c : ℂ, B = c • (1 : Matrix n n ℂ))
    (A : Matrix n n ℂ) :
    (Fintype.card n : ℂ) • groupAverage D A = trace A • (1 : Matrix n n ℂ) := by
  obtain ⟨c, hc⟩ := hD _ (groupAverage_symmetric D A)
  have hone : IsSymmetricUnder D (1 : Matrix n n ℂ) := fun g => by
    rw [Matrix.mul_one, Matrix.one_mul]
  -- the trace fixes the constant
  have ht := trace_mul_groupAverage D A hone
  rw [Matrix.one_mul, Matrix.one_mul, hc, Matrix.trace_smul, Matrix.trace_one,
    smul_eq_mul] at ht
  rw [hc, smul_smul, ← ht, mul_comm]

end

end GroupAverageProjection
```

```lean
#print axioms GroupAverageProjection.groupAverage_of_symmetric
#print axioms GroupAverageProjection.groupAverage_nearest
#print axioms GroupAverageProjection.groupAverage_of_scalar_commutant
```

```
'GroupAverageProjection.groupAverage_of_symmetric' depends on axioms: [propext, Classical.choice, Quot.sound]
'GroupAverageProjection.groupAverage_nearest' depends on axioms: [propext, Classical.choice, Quot.sound]
'GroupAverageProjection.groupAverage_of_scalar_commutant' depends on axioms: [propext, Classical.choice, Quot.sound]
```

## What is proved, and for which matrices

In Lean, `n` is the finite set of basis labels, and $N$ is `Fintype.card n`. The type `G →* unitaryGroup n ℂ` encodes both unitarity and the multiplication law. `IsSymmetricUnder` means commuting with the representation, not equality with the transpose, and `frobSq` is the squared norm.

`groupAverage_symmetric` relabels the sum with `Equiv.mulLeft h`; `trace_mul_groupAverage` uses cyclicity through `Matrix.trace_mul_comm`. `frobSq_sub_eq_add`, the main identity, combines the latter with `IsSymmetricUnder.adjoint` to get orthogonality, then applies `frobSq_add`. `groupAverage_nearest` adds positivity.

The theorems hold for any complex $A$, Hermitian or not. They don't cover rounding error, infinite groups or antiunitary operations such as time reversal. Nor do they say that $A$ ought to be symmetric: averaging also erases physical symmetry breaking. In `groupAverage_of_scalar_commutant`, the scalar condition `hD` is assumed; physically, it says that symmetry forces a single energy on the whole space.

The representation could also have been modelled by invertible matrices, with $D(g)^{-1}$ replacing $D(g)^\dagger$. This suits a nonorthogonal basis with overlap matrix $S$, where $D(g)$ need not be unitary, provided that $A$ is the operator's matrix $S^{-1}H$. The matrix elements $H_{ij}=\langle i|\hat H|j\rangle$ of a symmetric Hamiltonian satisfy $D(g)^\dagger HD(g)=H$ instead. The average would still project onto the commuting matrices, but in general obliquely, so the distance identity could fail.
